# A static harmonic oscillator has no lowest Floquet quasienergy, and its quasienergies are dense exactly when level spacing and Floquet frequency are incommensurate

After diagonalising a truncated Floquet matrix, I have to pick the eigenvector that continues the ground state. I was told to pick it by its overlap with a reference state, and never by taking the lowest eigenvalue. The standard illustration is an oscillator with level spacing $\alpha>0$ and Floquet frequency $\omega>0$, with $\hbar=1$. Its quasienergies are $(n+\tfrac12)\alpha+m\omega$, with $n$ a natural number and $m$ an integer. If $\alpha/\omega$ is irrational, they are said to be dense in the real line and unbounded below, so that no lowest Floquet state exists.

Density doesn't look obvious to me, because $n$ can't be negative. Can this be made rigorous and machine-checked, starting from the Floquet equation and not from the formula for the quasienergies?

## No minimum at any frequency, density at incommensurate ones

Yes, and the two halves of the claim need different hypotheses. The quasienergies are unbounded below for every $\omega>0$. They are dense if and only if $\alpha/\omega$ is irrational. The sign of $\alpha$ plays no role.

### From the Floquet equation to a dense set

Look for solutions of the Schrödinger equation of the form $e^{-i\varepsilon t}u(t)$, where $u$ has period $2\pi/\omega$. Then $(H-i\,d/dt)u=\varepsilon u$. In the oscillator eigenbasis, the amplitude $u_k$ of level $k$ obeys

$$\dot u_k=-i\left[(k+\tfrac12)\alpha-\varepsilon\right]u_k .$$

**The formula gives quasienergies.** Put $e^{im\omega t}$ in level $n$ and zero in all others. The left side is $im\omega\,u_n$, so the equation holds when $\varepsilon=(n+\tfrac12)\alpha+m\omega$. Call this number $\varepsilon_{n,m}$.

**There are no others.** Let $u$ be any mode, with $u_k(t)\neq0$ for some $k$ and $t$. Set $D=(k+\tfrac12)\alpha-\varepsilon$. The product $u_k(s)e^{iDs}$ has zero derivative in $s$, so it is constant. Comparing $s=t+2\pi/\omega$ with $s=t$, and using the periodicity of $u_k$, gives $e^{2\pi iD/\omega}=1$. Hence $D=m\omega$ for an integer $m$, and $\varepsilon=\varepsilon_{k,-m}$.

**A small step exists.** Let $\alpha/\omega$ be irrational and $\delta>0$. Choose a natural number $K>\omega/\delta$. Dirichlet's approximation theorem gives a natural number $k$ with $1\le k\le K$ and an integer $j$ such that $|k\alpha/\omega+j|\le 1/(K+1)$. Multiplying by $\omega$, the energy $g=k\alpha+j\omega$ satisfies $|g|\le\omega/(K+1)<\delta$. It is not zero, since otherwise $\alpha/\omega=-j/k$ would be rational.

**Repeated steps reach any energy.** The step $g$ may be positive or negative, but it always raises the oscillator level, by $k$. So the starting point must lie on the correct side of the target $x$. Start from any level $N$ and choose $m$ so that $r=(x-\varepsilon_{N,m})/g\ge0$, which is possible because $m$ may have either sign. After $\lfloor r\rfloor$ steps,

$$\varepsilon_{N+\lfloor r\rfloor k,\;m+\lfloor r\rfloor j}-x=(\lfloor r\rfloor-r)\,g ,$$

whose size is at most $|g|<\delta$. Only levels $n\ge N$ were used, so the one-sided range of $n$ does no harm.

**A rational ratio leaves gaps.** If $\alpha/\omega=p/q$ with integers $p$ and $q\ge1$, then $\varepsilon_{n,m}=\alpha/2+(np+mq)\,\omega/q$. No quasienergy lies strictly between $\alpha/2$ and $\alpha/2+\omega/q$.

**There is no floor.** Keep $n=0$ and lower $m$: $\varepsilon_{0,m}=\alpha/2+m\omega$ falls below any bound. A least quasienergy would be such a bound, so none exists.

### What the Lean statement says about the oscillator

`IsFloquetMode α ω ε u` says that `u t k`, the complex amplitude of level `k` at time `t`, forms a Floquet mode. Its four fields require a finite norm at each time, a nonzero amplitude somewhere, period $2\pi/\omega$, and the differential equation above for each amplitude. The Hamiltonian enters only through its eigenvalues $(k+\tfrac12)\alpha$. The set `quasienergies α ω` collects the real `ε` that admit a mode, and `floquetLevel α ω n m` is $\varepsilon_{n,m}$.

The final theorem, `no_lowest_floquet_state`, assumes `0 < ω` and `Irrational (α / ω)`. It concludes that the set is dense, that it is not bounded below, and that it has no least element.

The model has no driving term: a static oscillator is described as if it were periodic with frequency $\omega$. Drive amplitude, damping and interactions are absent. The set also counts $\varepsilon$ and $\varepsilon+\omega$ separately, although both can label the same physical solution $e^{-i\varepsilon t}u(t)$. The missing floor comes from this relabelling alone, whereas density needs infinitely many different levels.

For time-dependent density functional theory, this non-interacting, undriven example shows that the minimum principle of the ground-state theory does not carry over in general to a minimum over all quasienergies.

```lean
import Mathlib

namespace FloquetOscillator

noncomputable section

/-- The energy `(n + 1/2) α + m ω` of oscillator level `n` shifted by `m` times the Floquet
frequency `ω`. -/
def floquetLevel (α ω : ℝ) (n : ℕ) (m : ℤ) : ℝ := ((n : ℝ) + 1 / 2) * α + m * ω

/-- A Floquet mode of the oscillator, for `ω ≠ 0` and `ħ = 1`: a nonzero, square-summable family
of amplitudes `u t k` in the oscillator eigenbasis, with period `2π/ω`, that solves
`(H - i d/dt) u = ε u` amplitude by amplitude. -/
structure IsFloquetMode (α ω ε : ℝ) (u : ℝ → ℕ → ℂ) : Prop where
  summable : ∀ t, Summable fun k => ‖u t k‖ ^ 2
  nonzero : ∃ t k, u t k ≠ 0
  periodic : ∀ t k, u (t + 2 * Real.pi / ω) k = u t k
  equation : ∀ t k, HasDerivAt (fun s => u s k)
    (-Complex.I * (((k : ℂ) + 1 / 2) * α - ε) * u t k) t

/-- The set of quasienergies: the real `ε` for which a Floquet mode exists (for `ω ≠ 0`). -/
def quasienergies (α ω : ℝ) : Set ℝ := {ε | ∃ u, IsFloquetMode α ω ε u}

/-- The oscillator eigenstate `n` multiplied by the phase `exp (i m ω t)`. -/
def mode (ω : ℝ) (n : ℕ) (m : ℤ) (t : ℝ) (k : ℕ) : ℂ :=
  if k = n then Complex.exp (Complex.I * m * ω * t) else 0

/-- The time derivative of `exp (c t)` is `c exp (c t)`, for complex `c` and real time `t`. -/
theorem hasDerivAt_phase (c : ℂ) (t : ℝ) :
    HasDerivAt (fun s : ℝ => Complex.exp (c * s)) (c * Complex.exp (c * t)) t := by
  have h := ((hasDerivAt_id t).ofReal_comp.const_mul c).cexp
  exact h.congr_deriv (by simp [mul_comm])

/-- Eigenstate `n` with the phase `exp (i m ω t)` is a Floquet mode of quasienergy
`(n + 1/2) α + m ω`. -/
theorem isFloquetMode_mode (α : ℝ) {ω : ℝ} (hω : 0 < ω) (n : ℕ) (m : ℤ) :
    IsFloquetMode α ω (floquetLevel α ω n m) (mode ω n m) where
  summable t := by
    refine (hasSum_single n (fun k hk => ?_)).summable
    simp [mode, hk]
  nonzero := ⟨0, n, by simp [mode]⟩
  periodic t k := by
    have hc : (ω : ℂ) ≠ 0 := Complex.ofReal_ne_zero.2 hω.ne'
    have h1 : 2 * (Real.pi : ℂ) / ω * ω = 2 * Real.pi := div_mul_cancel₀ _ hc
    by_cases hk : k = n
    · simp only [mode, if_pos hk]
      rw [Complex.exp_eq_exp_iff_exists_int]
      refine ⟨m, ?_⟩
      push_cast
      linear_combination Complex.I * m * h1
    · simp only [mode, if_neg hk]
  equation t k := by
    by_cases hk : k = n
    · subst hk
      simp only [mode, if_true]
      refine (hasDerivAt_phase (Complex.I * m * ω) t).congr_deriv ?_
      simp only [floquetLevel]
      push_cast
      ring
    · simp only [mode, if_neg hk, mul_zero]
      exact hasDerivAt_const t (0 : ℂ)

/-- The quasienergies of the oscillator are exactly the numbers `(n + 1/2) α + m ω`, with `n` a
natural number and `m` an integer. -/
theorem mem_quasienergies_iff (α : ℝ) {ω : ℝ} (hω : 0 < ω) (ε : ℝ) :
    ε ∈ quasienergies α ω ↔ ∃ (n : ℕ) (m : ℤ), ε = floquetLevel α ω n m := by
  constructor
  · rintro ⟨u, hu⟩
    obtain ⟨t, k, hne⟩ := hu.nonzero
    obtain ⟨D, hD⟩ : ∃ D : ℂ, D = ((k : ℂ) + 1 / 2) * α - ε := ⟨_, rfl⟩
    -- removing the phase leaves a constant amplitude
    have hf : ∀ s : ℝ, HasDerivAt
        (fun s : ℝ => u s k * Complex.exp (Complex.I * D * s)) 0 s := by
      intro s
      have h := hu.equation s k
      rw [← hD] at h
      exact (h.fun_mul (hasDerivAt_phase (Complex.I * D) s)).congr_deriv (by ring)
    have hconst := is_const_of_deriv_eq_zero (fun s => (hf s).differentiableAt)
      (fun s => (hf s).deriv) (t + 2 * Real.pi / ω) t
    simp only [hu.periodic t k] at hconst
    -- periodicity quantises the frequency
    obtain ⟨m, hm⟩ := Complex.exp_eq_exp_iff_exists_int.1 (mul_left_cancel₀ hne hconst)
    push_cast at hm
    have hc : (ω : ℂ) ≠ 0 := Complex.ofReal_ne_zero.2 hω.ne'
    have h1 : 2 * (Real.pi : ℂ) / ω * ω = 2 * Real.pi := div_mul_cancel₀ _ hc
    have h2 : D = m * ω := by
      apply mul_left_cancel₀ Complex.two_pi_I_ne_zero
      linear_combination (ω : ℂ) * hm - Complex.I * D * h1
    have h3 : ((k : ℝ) + 1 / 2) * α - ε = m * ω := by
      apply Complex.ofReal_injective
      push_cast
      rw [← hD]
      exact h2
    refine ⟨k, -m, ?_⟩
    simp only [floquetLevel]
    push_cast
    linarith
  · rintro ⟨n, m, rfl⟩
    exact ⟨_, isFloquetMode_mode α hω n m⟩

/-- For irrational `α/ω` and each `δ > 0`, there are a natural number `k` and an integer `j` such
that `k α + j ω` is nonzero and smaller in size than `δ`. -/
theorem exists_small_step {α ω δ : ℝ} (hω : 0 < ω) (h : Irrational (α / ω)) (hδ : 0 < δ) :
    ∃ (k : ℕ) (j : ℤ), (k : ℝ) * α + j * ω ≠ 0 ∧ |(k : ℝ) * α + j * ω| < δ := by
  obtain ⟨N, hN⟩ := exists_nat_gt (ω / δ)
  have hN0 : 0 < N := by exact_mod_cast (div_pos hω hδ).trans hN
  obtain ⟨j, k', hk', -, hjk⟩ := Real.exists_int_int_abs_mul_sub_le (α / ω) hN0
  obtain ⟨k, rfl⟩ := Int.eq_ofNat_of_zero_le hk'.le
  have hk : (k : ℝ) ≠ 0 := by
    have : 0 < k := by exact_mod_cast hk'
    positivity
  rw [Int.cast_natCast] at hjk
  have e : (k : ℝ) * α + ((-j : ℤ) : ℝ) * ω = ω * (k * (α / ω) - j) := by
    have h1 : α / ω * ω = α := div_mul_cancel₀ α hω.ne'
    push_cast
    linear_combination (-(k : ℝ)) * h1
  refine ⟨k, -j, ?_, ?_⟩
  · rw [e]
    refine mul_ne_zero hω.ne' (fun hz => h ⟨(j : ℚ) / (k : ℚ), ?_⟩)
    push_cast
    rw [div_eq_iff hk]
    linear_combination -hz
  · rw [e, abs_mul, abs_of_pos hω]
    refine (mul_le_mul_of_nonneg_left hjk hω.le).trans_lt ?_
    have h2 := (div_lt_iff₀ hδ).1 hN
    rw [mul_one_div, div_lt_iff₀ (by positivity)]
    nlinarith

/-- For irrational `α/ω`, every energy `x` is approximated to any accuracy by quasienergies
built from oscillator levels `n ≥ N`, however large `N` is. -/
theorem exists_high_level_near {α ω δ : ℝ} (hω : 0 < ω) (h : Irrational (α / ω))
    (hδ : 0 < δ) (N : ℕ) (x : ℝ) :
    ∃ (n : ℕ) (m : ℤ), N ≤ n ∧ |floquetLevel α ω n m - x| < δ := by
  obtain ⟨k, j, hg, hlt⟩ := exists_small_step hω h hδ
  obtain ⟨g, hgd⟩ : ∃ g : ℝ, g = (k : ℝ) * α + j * ω := ⟨_, rfl⟩
  rw [← hgd] at hg hlt
  -- start on the side of `x` from which the steps `g` lead towards it
  obtain ⟨m, hm⟩ : ∃ m : ℤ, 0 ≤ (x - floquetLevel α ω N m) / g := by
    rcases lt_or_gt_of_ne hg with hneg | hpos
    · obtain ⟨m, hm⟩ := exists_int_gt ((x - ((N : ℝ) + 1 / 2) * α) / ω)
      have := (div_lt_iff₀ hω).1 hm
      exact ⟨m, div_nonneg_of_nonpos (by simp only [floquetLevel]; linarith) hneg.le⟩
    · obtain ⟨m, hm⟩ := exists_int_lt ((x - ((N : ℝ) + 1 / 2) * α) / ω)
      have := (lt_div_iff₀ hω).1 hm
      exact ⟨m, div_nonneg (by simp only [floquetLevel]; linarith) hpos.le⟩
  obtain ⟨r, hr⟩ : ∃ r : ℝ, r = (x - floquetLevel α ω N m) / g := ⟨_, rfl⟩
  rw [← hr] at hm
  have hrg : r * g = x - floquetLevel α ω N m := by rw [hr, div_mul_cancel₀ _ hg]
  have h1 := Nat.floor_le hm
  have h2 := Nat.lt_floor_add_one r
  refine ⟨N + ⌊r⌋₊ * k, m + ⌊r⌋₊ * j, Nat.le_add_right _ _, ?_⟩
  have e : floquetLevel α ω (N + ⌊r⌋₊ * k) (m + ⌊r⌋₊ * j) - x = ((⌊r⌋₊ : ℝ) - r) * g := by
    simp only [floquetLevel] at hrg ⊢
    push_cast
    linear_combination hrg - (⌊r⌋₊ : ℝ) * hgd
  have h3 : |(⌊r⌋₊ : ℝ) - r| ≤ 1 := abs_le.2 ⟨by linarith, by linarith⟩
  rw [e, abs_mul]
  exact (mul_le_of_le_one_left (abs_nonneg g) h3).trans_lt hlt

/-- The quasienergies are dense in the real line if and only if `α/ω` is irrational. -/
theorem dense_quasienergies_iff (α : ℝ) {ω : ℝ} (hω : 0 < ω) :
    Dense (quasienergies α ω) ↔ Irrational (α / ω) := by
  constructor
  · rintro hd ⟨r, hr⟩
    have hq : (0 : ℝ) < r.den := by exact_mod_cast r.den_pos
    rw [Rat.cast_def, div_eq_div_iff hq.ne' hω.ne'] at hr
    -- a rational ratio leaves the gap between `α/2` and `α/2 + ω/q` empty
    obtain ⟨z, hz, hz1, hz2⟩ := hd.exists_between
      (show α / 2 < α / 2 + ω / r.den by linarith [div_pos hω hq])
    obtain ⟨n, m, rfl⟩ := (mem_quasienergies_iff α hω z).1 hz
    simp only [floquetLevel] at hz1 hz2
    obtain ⟨L, hL⟩ : ∃ L : ℤ, ((n : ℝ) * α + m * ω) * r.den = L * ω :=
      ⟨n * r.num + m * r.den, by push_cast; linear_combination (-(n : ℝ)) * hr⟩
    have h0 : 0 < (n : ℝ) * α + m * ω := by linarith
    have h1 : (n : ℝ) * α + m * ω < ω / r.den := by linarith
    have h2 := mul_pos h0 hq
    have h3 := (lt_div_iff₀ hq).1 h1
    rw [hL] at h2 h3
    have h4 : (0 : ℝ) < L := by
      by_contra hn
      nlinarith
    have h5 : (L : ℝ) < 1 := by nlinarith
    have h6 : 0 < L := by exact_mod_cast h4
    have h7 : L < 1 := by exact_mod_cast h5
    omega
  · intro h
    refine Metric.dense_iff.2 (fun x δ hδ => ?_)
    obtain ⟨n, m, -, hnm⟩ := exists_high_level_near hω h hδ 0 x
    refine ⟨floquetLevel α ω n m, ?_, (mem_quasienergies_iff α hω _).2 ⟨n, m, rfl⟩⟩
    rw [Metric.mem_ball, Real.dist_eq]
    exact hnm

/-- For every Floquet frequency `ω > 0` the quasienergies are unbounded below. -/
theorem not_bddBelow_quasienergies (α : ℝ) {ω : ℝ} (hω : 0 < ω) :
    ¬ BddBelow (quasienergies α ω) := by
  rintro ⟨b, hb⟩
  obtain ⟨m, hm⟩ := exists_int_lt ((b - α / 2) / ω)
  have h1 := (lt_div_iff₀ hω).1 hm
  have h2 := hb ((mem_quasienergies_iff α hω _).2 ⟨0, m, rfl⟩)
  simp only [floquetLevel, Nat.cast_zero] at h2
  linarith

/-- For irrational `α/ω` the oscillator quasienergies are dense in the real line and unbounded
below, and there is no lowest quasienergy. -/
theorem no_lowest_floquet_state {α ω : ℝ} (hω : 0 < ω) (h : Irrational (α / ω)) :
    Dense (quasienergies α ω) ∧ ¬ BddBelow (quasienergies α ω) ∧
      ¬ ∃ ε, IsLeast (quasienergies α ω) ε :=
  ⟨(dense_quasienergies_iff α hω).2 h, not_bddBelow_quasienergies α hω,
    fun ⟨ε, hε⟩ => not_bddBelow_quasienergies α hω ⟨ε, hε.2⟩⟩

end

end FloquetOscillator
```

```lean
#print axioms FloquetOscillator.no_lowest_floquet_state
```

```
'FloquetOscillator.no_lowest_floquet_state' depends on axioms: [propext, Classical.choice, Quot.sound]
```

### How the proof follows the derivation

`hasDerivAt_phase` differentiates $e^{ct}$. `isFloquetMode_mode` uses it to verify the explicit mode; periodicity there comes from the criterion that two complex exponentials agree when their exponents differ by an integer multiple of $2\pi i$.

`mem_quasienergies_iff` proves the full spectrum. The step `hf` is the product rule showing that $u_k(s)e^{iDs}$ has zero derivative, and `is_const_of_deriv_eq_zero` makes it constant. `mul_left_cancel₀` then cancels the nonzero amplitude, and the same criterion for exponentials yields $D=m\omega$. The proof returns the level `k` and the integer `-m`, as above.

`exists_small_step` applies Mathlib's form of Dirichlet's theorem, which bounds $|k\alpha/\omega-j|$; this is why the proof supplies `-j`. The bound called $K$ above is `N` there. `exists_high_level_near` splits on the sign of $g$ to choose `m`, takes the floor of `r`, and checks the displayed identity with `linear_combination`.

`dense_quasienergies_iff` joins the two directions. For a rational ratio, density would place a quasienergy inside the gap. Writing $n\alpha+m\omega=L\omega/q$ with an integer $L$ then forces $0<L<1$, which `omega` refutes. `not_bddBelow_quasienergies` lowers `m` at level zero, and the last theorem combines the results.

### Equal spacing and frequency: density fails

Take $\alpha=\omega=1$. The quasienergies are $n+m+\tfrac12$, which are exactly the half-odd integers, and nothing lies between $\tfrac12$ and $\tfrac32$. Without irrationality, density is lost, but there is still no lowest quasienergy.

### Picking the state in a Floquet code

Suppose a code keeps a finite number of oscillator levels, starting from $n=0$, and the harmonics $|m|\le M$. For $\alpha>0$ the lowest eigenvalue of this model is $\alpha/2-M\omega$. Each increase of $M$ by one lowers it by $\omega$, so it reports the cutoff and doesn't converge.

Folding all eigenvalues into one interval of width $\omega$ makes the copies of each level coincide, but it doesn't restore a useful order. With $\alpha=\sqrt2$ and $\omega=1$, level 5 with $m=-7$ lies only about $0.071$ above level 0 with $m=0$, and level 12 with $m=-17$ lies about $0.029$ below it. As more levels are included, the folded values fill the interval ever more closely.

The selection should therefore look at the eigenvectors. If the columns of `V` are normalised eigenvectors in an orthonormal basis and row `i0` belongs to $n=0$, $m=0$, then `np.argmax(abs(V[i0, :])**2)` finds the one with the largest weight on that basis state, the unshifted copy of the static ground state, whereas `np.argmin` applied to the eigenvalues finds the edge of the truncation. When a drive is switched on in small increments, the same overlap can be taken with the state selected at the previous increment. Near-degenerate states can mix strongly, so a largest overlap well below one is a reason to inspect the competing eigenvectors.
